# Equilibria with stiff springs converge to the rigidly constrained equilibrium

The theorem `tendsto_constrained` concerns a linear elastic system with finitely many coordinates, a real stiffness matrix K whose quadratic form is positive definite, and a load b. For every k > 0 the displacement x(k) is assumed to solve (K + k GᵀG) x = b, where springs of strength k penalise violations of G x = 0; y is assumed to satisfy G y = 0 exactly and to balance the load with Lagrange multipliers l. The claim is that x(k) tends to y as k → ∞. The proof combines the coercivity bound c‖v‖² ≤ v·Kv, for some c > 0, with the energy bound |l|²/(4k) on the error x(k) − y, and so bounds ‖x(k) − y‖ by the square root of |l|²/(4ck), which tends to zero.

The failing Lean file:

```lean
import Mathlib

open Matrix Filter Topology

namespace TendstoConstrained

variable {m n : Type*} [Fintype m] [Fintype n]

/-- Equilibrium `x` under the load `b` when the constraints `G x = 0` are replaced by
harmonic springs of strength `k`: `(K + k Gᵀ G) x = b`. -/
def IsStiffEquilibrium (K : Matrix n n ℝ) (G : Matrix m n ℝ) (b : n → ℝ) (k : ℝ)
    (x : n → ℝ) : Prop :=
  (K + k • (Gᵀ * G)) *ᵥ x = b

/-- Equilibrium `y` under the load `b` with rigid constraints `G y = 0` and
Lagrange multipliers `l`. -/
structure IsConstrainedEquilibrium (K : Matrix n n ℝ) (G : Matrix m n ℝ) (b : n → ℝ)
    (y : n → ℝ) (l : m → ℝ) : Prop where
  constraint : G *ᵥ y = 0
  balance : K *ᵥ y + Gᵀ *ᵥ l = b

variable {K : Matrix n n ℝ} {G : Matrix m n ℝ} {b x y : n → ℝ} {l : m → ℝ} {k : ℝ}

/-- The elastic force of the displacement error `x - y` is balanced by the force that `Gᵀ` assigns
to the difference between the multipliers and the spring tensions `k G x`. -/
theorem error_balance (hx : IsStiffEquilibrium K G b k x)
    (hy : IsConstrainedEquilibrium K G b y l) :
    K *ᵥ (x - y) = Gᵀ *ᵥ (l - k • (G *ᵥ x)) := by
  have h := Eq.trans hx hy.balance.symm
  rw [Matrix.add_mulVec, Matrix.smul_mulVec, ← Matrix.mulVec_mulVec] at h
  rw [Matrix.mulVec_sub, Matrix.mulVec_sub, Matrix.mulVec_smul, sub_eq_sub_iff_add_eq_add]
  exact h.trans (add_comm _ _)

/-- Energy identity: the quadratic form of `K` at the error plus `k |G x|²` equals the work
of the multipliers on the constraint violation `G x`. -/
theorem energy_identity (hx : IsStiffEquilibrium K G b k x)
    (hy : IsConstrainedEquilibrium K G b y l) :
    (x - y) ⬝ᵥ K *ᵥ (x - y) + k * ((G *ᵥ x) ⬝ᵥ (G *ᵥ x)) = l ⬝ᵥ (G *ᵥ x) := by
  rw [error_balance hx hy, Matrix.dotProduct_mulVec, Matrix.vecMul_transpose,
    Matrix.mulVec_sub, hy.constraint, sub_zero, dotProduct_sub, dotProduct_smul,
    smul_eq_mul, dotProduct_comm (G *ᵥ x) l]
  ring

/-- Stiff-spring error bound: for spring strength `k > 0`, the quadratic form of `K` at the
difference between the spring and the rigid equilibrium is at most `|l|² / (4k)`. -/
theorem stiff_spring_bound (hk : 0 < k) (hx : IsStiffEquilibrium K G b k x)
    (hy : IsConstrainedEquilibrium K G b y l) :
    (x - y) ⬝ᵥ K *ᵥ (x - y) ≤ (l ⬝ᵥ l) / (4 * k) := by
  have h := energy_identity hx hy
  -- complete the square in the constraint violation
  have hs : 0 ≤ (l - (2 * k) • (G *ᵥ x)) ⬝ᵥ (l - (2 * k) • (G *ᵥ x)) :=
    Finset.sum_nonneg fun i _ => mul_self_nonneg _
  simp only [dotProduct_sub, sub_dotProduct, dotProduct_smul, smul_dotProduct,
    smul_eq_mul] at hs
  rw [dotProduct_comm (G *ᵥ x) l] at hs
  rw [le_div_iff₀ (by positivity)]
  have h4 : (x - y) ⬝ᵥ K *ᵥ (x - y) * (4 * k)
      = 4 * k * (l ⬝ᵥ (G *ᵥ x)) - 4 * k ^ 2 * ((G *ᵥ x) ⬝ᵥ (G *ᵥ x)) := by
    linear_combination 4 * k * h
  nlinarith [hs, h4]

/-- A positive definite quadratic form is bounded below by a positive multiple of the squared
size of the displacement, measured by its largest component. -/
theorem coercive (hK : ∀ v, v ≠ 0 → 0 < v ⬝ᵥ K *ᵥ v) :
    ∃ c : ℝ, 0 < c ∧ ∀ v : n → ℝ, c * ‖v‖ ^ 2 ≤ v ⬝ᵥ K *ᵥ v := by
  rcases isEmpty_or_nonempty n with hn | hn
  · refine ⟨1, one_pos, fun v => ?_⟩
    rw [Subsingleton.elim v 0]
    simp
  have hne : (Metric.sphere (0 : n → ℝ) 1).Nonempty := ⟨fun _ => 1, by simp [pi_norm_const]⟩
  have hcont : Continuous fun v : n → ℝ => v ⬝ᵥ K *ᵥ v := by
    simp only [dotProduct, Matrix.mulVec]
    fun_prop
  -- the form attains a positive minimum on the unit sphere
  obtain ⟨u, hu, hmin⟩ :=
    (isCompact_sphere (0 : n → ℝ) 1).exists_isMinOn hne hcont.continuousOn
  have hu0 : u ≠ 0 := by
    rintro rfl
    simp at hu
  refine ⟨u ⬝ᵥ K *ᵥ u, hK u hu0, fun v => ?_⟩
  by_cases hv : v = 0
  · simp [hv]
  have hpos : 0 < ‖v‖ := norm_pos_iff.mpr hv
  have hmem : ‖v‖⁻¹ • v ∈ Metric.sphere (0 : n → ℝ) 1 := by
    rw [mem_sphere_zero_iff_norm, norm_smul, norm_inv, norm_norm, inv_mul_cancel₀ hpos.ne']
  have h : u ⬝ᵥ K *ᵥ u ≤ (‖v‖⁻¹ • v) ⬝ᵥ K *ᵥ (‖v‖⁻¹ • v) := isMinOn_iff.mp hmin _ hmem
  simp only [Matrix.mulVec_smul, dotProduct_smul, smul_dotProduct, smul_eq_mul] at h
  calc u ⬝ᵥ K *ᵥ u * ‖v‖ ^ 2
      ≤ (‖v‖⁻¹ * (‖v‖⁻¹ * (v ⬝ᵥ K *ᵥ v))) * ‖v‖ ^ 2 :=
        mul_le_mul_of_nonneg_right h (by positivity)
    _ = v ⬝ᵥ K *ᵥ v := by field_simp

/-- Stiff-spring limit: if the quadratic form of `K` is positive definite, the spring
equilibria converge to the rigidly constrained equilibrium as `k → ∞`. -/
theorem tendsto_constrained (hK : ∀ v, v ≠ 0 → 0 < v ⬝ᵥ K *ᵥ v) {x : ℝ → n → ℝ}
    (hx : ∀ k, 0 < k → IsStiffEquilibrium K G b k (x k))
    (hy : IsConstrainedEquilibrium K G b y l) : Tendsto x atTop (𝓝 y) := by
  obtain ⟨c, hc0, hc⟩ := coercive hK
  rw [tendsto_iff_norm_sub_tendsto_zero]
  have hdiv : Tendsto (fun k : ℝ => (l ⬝ᵥ l) / (4 * c) / k) atTop (𝓝 0) :=
    tendsto_const_nhds.div_atTop tendsto_id
  have h0 := (Real.continuous_sqrt.tendsto 0).comp hdiv
  rw [Real.sqrt_zero] at h0
  refine squeeze_zero' (Eventually.of_forall fun _ => norm_nonneg _) ?_ h0
  filter_upwards [eventually_gt_atTop 0] with k hk
  -- coercivity turns the energy bound into a bound on the displacement
  apply Real.le_sqrt_of_sq_le
  have h3 := (hc (x k - y)).trans (stiff_spring_bound hk (hx k hk) hy)
  rw [le_div_iff₀ (by positivity)] at h3
  rw [div_div, le_div_iff₀ (by positivity)]
  linarith

end TendstoConstrained
```

The compiler's answer:

```
Main.lean:110:6: error: Tactic `rewrite` failed: Did not find an occurrence of the pattern
  ?a / ?b / ?c
in the target expression
  ‖x k - y‖ ^ 2 ≤ (fun k => l ⬝ᵥ l / (4 * c) / k) k

m : Type u_1
n : Type u_2
inst✝¹ : Fintype m
inst✝ : Fintype n
K : Matrix n n ℝ
G : Matrix m n ℝ
b y : n → ℝ
l : m → ℝ
hK : ∀ (v : n → ℝ), v ≠ 0 → 0 < v ⬝ᵥ K *ᵥ v
x : ℝ → n → ℝ
hx : ∀ (k : ℝ), 0 < k → IsStiffEquilibrium K G b k (x k)
hy : IsConstrainedEquilibrium K G b y l
c : ℝ
hc0 : 0 < c
hc : ∀ (v : n → ℝ), c * ‖v‖ ^ 2 ≤ v ⬝ᵥ K *ᵥ v
hdiv : Tendsto (fun k => l ⬝ᵥ l / (4 * c) / k) atTop (𝓝 0)
h0 : Tendsto ((fun x => √x) ∘ fun k => l ⬝ᵥ l / (4 * c) / k) atTop (𝓝 0)
k : ℝ
hk : 0 < k
h3 : c * ‖x k - y‖ ^ 2 * (4 * k) ≤ l ⬝ᵥ l
⊢ ‖x k - y‖ ^ 2 ≤ (fun k => l ⬝ᵥ l / (4 * c) / k) k
```

Cause. The message says that `rw [div_div]` found no quotient of the form `?a / ?b / ?c` in the goal. The right-hand side is still a function applied to its argument, `(fun k => l ⬝ᵥ l / (4 * c) / k) k`. This form comes from `h0`, whose limit is stated for a composition of the square root with that function; after `Real.le_sqrt_of_sq_le` the inner function remains, applied to `k` but not evaluated.

The double quotient is visible inside the `fun`, but there its denominator is the bound variable, and `rw` cannot rewrite a term that contains a variable bound outside it.

The added `show` line states the same goal with the function evaluated, which Lean accepts because the two forms are equal by definition. The double quotient now stands in the open, so `div_div` can merge its denominators, `le_div_iff₀` can clear the division, and `linarith` finishes from `h3`.

Lean accepts the file once it reads:

```diff
@@ -108,4 +108,5 @@
   have h3 := (hc (x k - y)).trans (stiff_spring_bound hk (hx k hk) hy)
   rw [le_div_iff₀ (by positivity)] at h3
+  show ‖x k - y‖ ^ 2 ≤ (l ⬝ᵥ l) / (4 * c) / k
   rw [div_div, le_div_iff₀ (by positivity)]
   linarith
```
